# Zero-field mean-field Ising equations with symmetric couplings have a nonzero solution exactly when β times the largest eigenvalue exceeds 1

For a real symmetric coupling matrix $J$ on $n\ge 1$ sites and inverse temperature $\beta>0$, the zero-field mean-field equations

$$m_i=\tanh\Big(\beta\sum_j J_{ij}m_j\Big)$$

have a nonzero real solution if and only if $\beta\lambda>1$, where $\lambda$ is the largest eigenvalue of $J$. I know the linearisation at $m=0$ that suggests this threshold, but it doesn't exclude a solution far from zero at higher temperature. Can the full equivalence be proved rigorously, for couplings of either sign, and checked in Lean?

## Balancing coupling energy against spin entropy

Yes. The proof bounds any solution in one direction and maximises a free-energy gain in the other.

**A nonzero solution forces $\beta\lambda>1$.** Put $h_i=\beta(Jm)_i$, so $m_i=\tanh h_i$. For $x>0$, the function $x\cosh x-\sinh x$ has derivative $x\sinh x>0$ and vanishes at zero, so $0<\tanh x<x$. By parity, $\tanh^2h<h\tanh h$ for every $h\ne0$. Hence $m_i^2<h_im_i$ wherever $m_i\neq0$, and both sides vanish elsewhere. Summing, and expanding $m$ in orthonormal eigenvectors of $J$ for the second inequality,

$$m\cdot m<\beta\,m\cdot Jm\le\beta\lambda\,m\cdot m .$$

Divide by $m\cdot m>0$.

**If $\beta\lambda>1$, a nonzero solution exists.** Define, with $0\ln0=0$,

$$s(t)=\tfrac12[(1+t)\ln(1+t)+(1-t)\ln(1-t)],\qquad G(m)=\tfrac\beta2\,m\cdot Jm-\sum_i s(m_i).$$

Here $s$ is the entropy, in units of $k_B$, lost by a spin of magnetization $t$, and $G$ is $-\beta$ times the mean-field free energy relative to $m=0$, with mean-field energy $-\frac12\,m\cdot Jm$.

First, $G$ is positive somewhere. For $0\le u\le\delta\le\frac12$, the bound $\ln x\le x-1$ gives

$$2s(u)=\ln(1-u^2)+u\ln\tfrac{1+u}{1-u}\le -u^2+\tfrac{2u^2}{1-u}\le u^2+4u^3 .$$

Since $s$ is even, $s(t)\le(\frac12+2\delta)t^2$ for $|t|\le\delta$. Scale a top eigenvector to $w\neq0$ with all $|w_i|\le\delta$, where $0<\delta\le\min\{\frac12,(\beta\lambda-1)/8\}$. Then

$$G(w)\ge\big(\tfrac{\beta\lambda-1}{2}-2\delta\big)\,w\cdot w>0 .$$

Next, $G$ is continuous on the compact cube $[-1,1]^n$, so it has a maximiser $m$. As $G(m)\ge G(w)>0=G(0)$, we have $m\ne0$.

Finally, $m$ solves the equations. Let $h_i=\beta(Jm)_i$, $T_i=\tanh h_i$ and $d=T-m$. Convexity of $s$ and symmetry of $J$ give, for $0\le\varepsilon\le1$,

$$G(m+\varepsilon d)-G(m)\ge\varepsilon B+\varepsilon^2\tfrac\beta2\,d\cdot Jd,$$
$$B=\sum_i\big[h_i(T_i-m_i)-s(T_i)+s(m_i)\big].$$

Since $s'(t)=\operatorname{artanh}t$ and $s$ is strictly convex, $ht-s(t)$ has its unique maximum at $t=\tanh h$. So $B>0$ unless $m=T$, and a small step would then increase $G$, a contradiction. This covers the boundary of the cube too.

## An antiferromagnetic pair

Take $J=\begin{pmatrix}0&-1\\-1&0\end{pmatrix}$, with eigenvalues $\pm1$. At $\beta=\frac53\ln2\approx1.155$, the staggered profile $m=(\frac35,-\frac35)$ has $\beta Jm=(\ln2,-\ln2)$. Because $\tanh(\ln2)=\frac{2-1/2}{2+1/2}=\frac35$, it is an exact solution. At $\beta=\frac12$ only $m=0$ remains.

## What the Lean theorem says

In `spectral_ordering_criterion`, the finite type `n` labels sites, `[Nonempty n]` supplies at least one, and `J.IsSymm` expresses reciprocal couplings. Diagonal entries are allowed by the theorem, but they are zero when $J$ contains only couplings between distinct spins. `J *ᵥ m` is the matrix-vector product and `⬝ᵥ` the dot product. `SelfConsistent β J m` is the system of equations, for any real profile `m`. `topEigenvalue J` is defined as a supremum; `topEigenvalue_isGreatest` shows that it is an eigenvalue and the largest.

The mean-field equations are taken as given, not derived from an Ising Hamiltonian. Within this finite, zero-field approximation, the criterion locates the ordering temperature at $k_BT=\lambda$ when $\lambda>0$; it does not establish a phase transition of the underlying spin model.

```lean
import Mathlib

open Matrix

namespace SpectralOrdering

noncomputable section

variable {n : Type*} [Fintype n] [DecidableEq n] {J : Matrix n n ℝ} {β : ℝ}

/-- The zero-field mean-field equations `m i = tanh (β ∑ j, J i j * m j)`. -/
def SelfConsistent (β : ℝ) (J : Matrix n n ℝ) (m : n → ℝ) : Prop :=
  ∀ i, m i = Real.tanh (β * (J *ᵥ m) i)

/-- The set of real eigenvalues of the coupling matrix. -/
def eigenvalueSet (J : Matrix n n ℝ) : Set ℝ :=
  {μ | ∃ v : n → ℝ, v ≠ 0 ∧ J *ᵥ v = μ • v}

/-- The supremum of the real eigenvalues of `J` (zero if there are none). -/
def topEigenvalue (J : Matrix n n ℝ) : ℝ := sSup (eigenvalueSet J)

/-- The entropy lost by a single Ising spin when its magnetization is `t` instead of zero. -/
def entropyCost (t : ℝ) : ℝ :=
  ((1 + t) * Real.log (1 + t) + (1 - t) * Real.log (1 - t)) / 2

/-- Minus `β` times the mean-field free energy, measured from the state `m = 0`. -/
def gain (β : ℝ) (J : Matrix n n ℝ) (m : n → ℝ) : ℝ :=
  β / 2 * (m ⬝ᵥ J *ᵥ m) - ∑ i, entropyCost (m i)

/-- In a nonzero reduced field `h`, the magnetization `tanh h` satisfies
`tanh² h < h tanh h`. -/
theorem tanh_sq_lt {h : ℝ} (hh : h ≠ 0) : Real.tanh h ^ 2 < h * Real.tanh h := by
  have hd : ∀ x : ℝ, HasDerivAt (fun x => x * Real.cosh x - Real.sinh x)
      (x * Real.sinh x) x := fun x =>
    (((hasDerivAt_id' x).fun_mul (Real.hasDerivAt_cosh x)).fun_sub
      (Real.hasDerivAt_sinh x)).congr_deriv (by ring)
  have hmono : StrictMonoOn (fun x : ℝ => x * Real.cosh x - Real.sinh x) (Set.Ici 0) := by
    refine strictMonoOn_of_deriv_pos (convex_Ici 0)
      (fun x _ => (hd x).continuousAt.continuousWithinAt) fun x hx => ?_
    rw [interior_Ici] at hx
    rw [(hd x).deriv]
    exact mul_pos hx (Real.sinh_pos_iff.2 hx)
  have pos : ∀ x : ℝ, 0 < x → Real.tanh x ^ 2 < x * Real.tanh x := by
    intro x hx
    have h1 := hmono (Set.mem_Ici.2 le_rfl) (Set.mem_Ici.2 hx.le) hx
    simp only [zero_mul, Real.sinh_zero, sub_zero] at h1
    have h2 : Real.tanh x < x := by
      rw [Real.tanh_eq_sinh_div_cosh, div_lt_iff₀ (Real.cosh_pos x)]
      linarith
    have h3 : 0 < Real.tanh x := by
      rw [Real.tanh_eq_sinh_div_cosh]
      exact div_pos (Real.sinh_pos_iff.2 hx) (Real.cosh_pos x)
    nlinarith
  rcases lt_or_gt_of_ne hh with h0 | h0
  · have := pos (-h) (by linarith)
    rw [Real.tanh_neg] at this
    nlinarith
  · exact pos h h0

/-- The magnetization `tanh h` lies strictly between `-1` and `1`, and the field is recovered
from it by `2 h = log (1 + tanh h) - log (1 - tanh h)`. -/
theorem field_of_tanh (h : ℝ) : 0 < 1 + Real.tanh h ∧ 0 < 1 - Real.tanh h ∧
    Real.log (1 + Real.tanh h) - Real.log (1 - Real.tanh h) = 2 * h := by
  have hc := Real.cosh_pos h
  have a : 1 + Real.tanh h = Real.exp h / Real.cosh h := by
    rw [Real.tanh_eq_sinh_div_cosh, ← Real.cosh_add_sinh, add_div, div_self hc.ne']
  have b : 1 - Real.tanh h = Real.exp (-h) / Real.cosh h := by
    rw [Real.tanh_eq_sinh_div_cosh, ← Real.cosh_sub_sinh, sub_div, div_self hc.ne']
  rw [a, b]
  refine ⟨by positivity, by positivity, ?_⟩
  rw [Real.log_div (Real.exp_pos _).ne' hc.ne', Real.log_div (Real.exp_pos _).ne' hc.ne',
    Real.log_exp, Real.log_exp]
  ring

/-- Gibbs principle for one spin: in a reduced field `h`, the magnetization `tanh h` is strictly
better than any other `t` in `[-1, 1]`. -/
theorem gibbs_single_spin {h t : ℝ} (h1 : -1 ≤ t) (h2 : t ≤ 1) (hne : t ≠ Real.tanh h) :
    h * t - entropyCost t < h * Real.tanh h - entropyCost (Real.tanh h) := by
  have key : ∀ x y : ℝ, 0 ≤ x → 0 < y → x ≠ y →
      x - y < x * Real.log x - x * Real.log y := by
    intro x y hx hy hxy
    rcases hx.eq_or_lt with h0 | h0
    · subst h0
      simpa using hy
    · have h3 := Real.log_lt_sub_one_of_pos (div_pos hy h0)
        (fun e => hxy ((div_eq_one_iff_eq h0.ne').1 e).symm)
      rw [Real.log_div hy.ne' h0.ne'] at h3
      have h4 := mul_lt_mul_of_pos_left h3 h0
      have h5 : x * (y / x - 1) = y - x := by field_simp
      linarith
  obtain ⟨p, q, hl⟩ := field_of_tanh h
  have a := key (1 + t) _ (by linarith) p (fun e => hne (by linarith))
  have b := key (1 - t) _ (by linarith) q (fun e => hne (by linarith))
  have e : (t - Real.tanh h) * (Real.log (1 + Real.tanh h) - Real.log (1 - Real.tanh h)) =
      (t - Real.tanh h) * (2 * h) := by rw [hl]
  unfold entropyCost
  nlinarith [a, b, e]

/-- For magnetizations of size at most `δ ≤ 1/2`, the entropy cost is at most
`(1/2 + 2 δ) t²`. -/
theorem entropyCost_le {t δ : ℝ} (ht : |t| ≤ δ) (hδ : δ ≤ 1 / 2) :
    entropyCost t ≤ (1 / 2 + 2 * δ) * t ^ 2 := by
  have main : ∀ u : ℝ, 0 ≤ u → u ≤ δ → entropyCost u ≤ (1 / 2 + 2 * δ) * u ^ 2 := by
    intro u h0 h1
    have p : 0 < 1 + u := by linarith
    have q : 0 < 1 - u := by linarith
    have a := Real.log_le_sub_one_of_pos (mul_pos p q)
    have b := Real.log_le_sub_one_of_pos (div_pos p q)
    rw [Real.log_mul p.ne' q.ne'] at a
    rw [Real.log_div p.ne' q.ne'] at b
    have c : (1 + u) / (1 - u) - 1 ≤ 2 * u * (1 + 2 * u) := by
      rw [sub_le_iff_le_add, div_le_iff₀ q]
      nlinarith [mul_nonneg (sq_nonneg u) (show 0 ≤ 1 - 2 * u by linarith)]
    unfold entropyCost
    nlinarith [a, mul_le_mul_of_nonneg_left (b.trans c) h0,
      mul_le_mul_of_nonneg_left h1 (sq_nonneg u)]
  rcases le_total 0 t with h | h
  · exact main t h ((le_abs_self t).trans ht)
  · have h1 := main (-t) (by linarith) ((neg_le_abs t).trans ht)
    have e : entropyCost (-t) = entropyCost t := by
      simp only [entropyCost, sub_neg_eq_add, ← sub_eq_add_neg]
      ring
    rwa [e, neg_sq] at h1

/-- The eigenvalues listed by the spectral theorem are eigenvalues with a nonzero real mode. -/
theorem eigenvalues_mem {A : Matrix n n ℝ} (hA : A.IsHermitian) (j : n) :
    hA.eigenvalues j ∈ eigenvalueSet A :=
  ⟨(hA.eigenvectorBasis j).ofLp, fun h => hA.eigenvectorBasis.orthonormal.ne_zero j
    (by ext i; exact congrFun h i), hA.mulVec_eigenvectorBasis j⟩

/-- A symmetric coupling matrix on at least one site has a largest eigenvalue, and
`topEigenvalue` is that eigenvalue. -/
theorem topEigenvalue_isGreatest [Nonempty n] (hJ : J.IsSymm) :
    IsGreatest (eigenvalueSet J) (topEigenvalue J) := by
  have hfin : (eigenvalueSet J).Finite := by
    refine (Polynomial.finite_setOfPred_isRoot J.charpoly_monic.ne_zero).subset ?_
    rintro μ ⟨v, hv, h⟩
    change J.charpoly.eval μ = 0
    rw [Matrix.eval_charpoly]
    refine Matrix.exists_mulVec_eq_zero_iff.1 ⟨v, hv, ?_⟩
    rw [Matrix.sub_mulVec, h]
    ext i
    simp [Matrix.scalar_apply]
  have hH : J.IsHermitian := by
    rw [Matrix.IsHermitian, Matrix.conjTranspose_eq_transpose_of_trivial, hJ.eq]
  have hne : (eigenvalueSet J).Nonempty := ⟨_, eigenvalues_mem hH (Classical.arbitrary n)⟩
  exact ⟨hne.csSup_mem hfin, fun _ h => le_csSup hfin.bddAbove h⟩

/-- Rayleigh bound: for symmetric `J`, `x · J x ≤ μ x · x` when no eigenvalue of `J` exceeds `μ`. -/
theorem rayleigh_le (hJ : J.IsSymm) {μ : ℝ} (hμ : ∀ ν ∈ eigenvalueSet J, ν ≤ μ)
    (x : n → ℝ) : x ⬝ᵥ J *ᵥ x ≤ μ * (x ⬝ᵥ x) := by
  have hA : (μ • (1 : Matrix n n ℝ) - J).IsHermitian := by
    rw [Matrix.IsHermitian, Matrix.conjTranspose_eq_transpose_of_trivial,
      Matrix.transpose_sub, Matrix.transpose_smul, Matrix.transpose_one, hJ.eq]
  -- the eigenvalues of `μ - J` are nonnegative
  have hp := hA.posSemidef_iff_eigenvalues_nonneg.2 fun j => by
    obtain ⟨v, hv, h⟩ := eigenvalues_mem hA j
    have h1 := hμ (μ - hA.eigenvalues j) ⟨v, hv, by
      rw [sub_smul, ← h, Matrix.sub_mulVec, Matrix.smul_mulVec, Matrix.one_mulVec]
      abel⟩
    change (0 : ℝ) ≤ hA.eigenvalues j
    linarith
  have h0 := hp.dotProduct_mulVec_nonneg x
  rw [star_trivial, Matrix.sub_mulVec, Matrix.smul_mulVec, Matrix.one_mulVec,
    dotProduct_sub, dotProduct_smul, smul_eq_mul] at h0
  linarith

omit [DecidableEq n] in
/-- For symmetric couplings, a profile that maximises the free-energy gain over the cube `[-1, 1]^n`
solves the mean-field equations. -/
theorem selfConsistent_of_isMaxOn (hJ : J.IsSymm) {m : n → ℝ} (hm : m ∈ Set.Icc (-1) 1)
    (hmax : IsMaxOn (gain β J) (Set.Icc (-1) 1) m) : SelfConsistent β J m := by
  by_contra hne
  simp only [SelfConsistent, not_forall] at hne
  obtain ⟨k, hk⟩ := hne
  obtain ⟨T, hT⟩ : ∃ T : n → ℝ, ∀ i, T i = Real.tanh (β * (J *ᵥ m) i) := ⟨_, fun _ => rfl⟩
  have hb : ∀ i, -1 ≤ m i ∧ m i ≤ 1 := fun i => ⟨hm.1 i, hm.2 i⟩
  have hTb : ∀ i, -1 ≤ T i ∧ T i ≤ 1 := fun i => by
    obtain ⟨p, q, _⟩ := field_of_tanh (β * (J *ᵥ m) i)
    rw [hT]
    constructor <;> linarith
  -- the linear coefficient in the lower bound for the gain from `m` towards `T` is positive
  have hB : 0 < β * ((T - m) ⬝ᵥ J *ᵥ m) - ∑ i, (entropyCost (T i) - entropyCost (m i)) := by
    have hpt : ∀ i, m i ≠ T i →
        0 < β * ((T - m) i * (J *ᵥ m) i) - (entropyCost (T i) - entropyCost (m i)) := by
      intro i hi
      have h1 := gibbs_single_spin (hb i).1 (hb i).2 (by rw [← hT]; exact hi)
      rw [← hT] at h1
      rw [Pi.sub_apply]
      nlinarith [h1]
    rw [dotProduct, Finset.mul_sum, ← Finset.sum_sub_distrib]
    refine Finset.sum_pos' (fun i _ => ?_)
      ⟨k, Finset.mem_univ k, hpt k (by rw [hT]; exact hk)⟩
    by_cases e : m i = T i
    · simp [e]
    · exact (hpt i e).le
  have quad : ∀ (d : n → ℝ) (ε : ℝ), (m + ε • d) ⬝ᵥ J *ᵥ (m + ε • d) =
      m ⬝ᵥ J *ᵥ m + 2 * ε * (d ⬝ᵥ J *ᵥ m) + ε ^ 2 * (d ⬝ᵥ J *ᵥ d) := by
    intro d ε
    have hs : m ⬝ᵥ J *ᵥ d = d ⬝ᵥ J *ᵥ m := by
      rw [Matrix.dotProduct_mulVec, ← Matrix.mulVec_transpose, hJ.eq, dotProduct_comm]
    simp only [Matrix.mulVec_add, Matrix.mulVec_smul, add_dotProduct, dotProduct_add,
      smul_dotProduct, dotProduct_smul, smul_eq_mul, hs]
    ring
  have key : ∀ ε : ℝ, 0 ≤ ε → ε ≤ 1 →
      ε * (β * ((T - m) ⬝ᵥ J *ᵥ m) - ∑ i, (entropyCost (T i) - entropyCost (m i))) +
        ε ^ 2 * (β / 2 * ((T - m) ⬝ᵥ J *ᵥ (T - m))) ≤ 0 := by
    intro ε h0 h1
    have h1' : 0 ≤ 1 - ε := by linarith
    have hmem : m + ε • (T - m) ∈ Set.Icc (-1 : n → ℝ) 1 := by
      constructor <;> intro i
      · change -1 ≤ m i + ε * (T i - m i)
        nlinarith [mul_nonneg h1' (show 0 ≤ m i + 1 by linarith [(hb i).1]),
          mul_nonneg h0 (show 0 ≤ T i + 1 by linarith [(hTb i).1])]
      · change m i + ε * (T i - m i) ≤ 1
        nlinarith [mul_nonneg h1' (show 0 ≤ 1 - m i by linarith [(hb i).2]),
          mul_nonneg h0 (show 0 ≤ 1 - T i by linarith [(hTb i).2])]
    have hle : gain β J (m + ε • (T - m)) ≤ gain β J m := hmax hmem
    -- convexity of the entropy cost
    have hs : ∑ i, entropyCost ((m + ε • (T - m)) i) ≤
        ∑ i, (entropyCost (m i) + ε * (entropyCost (T i) - entropyCost (m i))) := by
      refine Finset.sum_le_sum fun i _ => ?_
      have c : ∀ x y : ℝ, 0 ≤ x → 0 ≤ y → ((1 - ε) * x + ε * y) *
          Real.log ((1 - ε) * x + ε * y) ≤
          (1 - ε) * (x * Real.log x) + ε * (y * Real.log y) := fun x y hx hy => by
        simpa only [smul_eq_mul] using Real.convexOn_mul_log.2 (Set.mem_Ici.2 hx)
          (Set.mem_Ici.2 hy) h1' h0 (by ring)
      have a := c (1 + m i) (1 + T i) (by linarith [(hb i).1]) (by linarith [(hTb i).1])
      have b := c (1 - m i) (1 - T i) (by linarith [(hb i).2]) (by linarith [(hTb i).2])
      rw [show (1 - ε) * (1 + m i) + ε * (1 + T i) = 1 + (m i + ε * (T i - m i)) by ring] at a
      rw [show (1 - ε) * (1 - m i) + ε * (1 - T i) = 1 - (m i + ε * (T i - m i)) by ring] at b
      change entropyCost (m i + ε * (T i - m i)) ≤ _
      unfold entropyCost
      linarith
    rw [Finset.sum_add_distrib, ← Finset.mul_sum] at hs
    unfold gain at hle
    rw [quad] at hle
    nlinarith [hle, hs]
  -- a positive linear term beats the quadratic one for a small step
  have small : ∀ B q : ℝ, 0 < B →
      (∀ ε : ℝ, 0 ≤ ε → ε ≤ 1 → ε * B + ε ^ 2 * q ≤ 0) → False := by
    intro B q hB h
    have hs : 0 < B + |q| := by positivity
    have h1 := h (B / (B + |q|)) (by positivity)
      ((div_le_one hs).2 (by linarith [abs_nonneg q]))
    have h2 : B / (B + |q|) * (B + |q|) = B := div_mul_cancel₀ _ hs.ne'
    have h3 : 0 < B / (B + |q|) := by positivity
    generalize B / (B + |q|) = ε at h1 h2 h3
    have h4 : 0 < B + ε * q := by
      nlinarith [mul_pos h3 hB, mul_le_mul_of_nonneg_left (neg_abs_le q) h3.le]
    nlinarith [mul_pos h3 h4]
  exact small _ _ hB key

/-- Spectral ordering criterion: for symmetric couplings and `β > 0`, the zero-field mean-field
equations have a nonzero solution if and only if `β` times the largest eigenvalue exceeds 1. -/
theorem spectral_ordering_criterion [Nonempty n] (hJ : J.IsSymm) (hβ : 0 < β) :
    (∃ m : n → ℝ, m ≠ 0 ∧ SelfConsistent β J m) ↔ 1 < β * topEigenvalue J := by
  obtain ⟨⟨v, hv, hJv⟩, htop⟩ := topEigenvalue_isGreatest hJ
  constructor
  · rintro ⟨m, hne, hm⟩
    have hpt : ∀ i, m i ≠ 0 → m i * m i < β * (m i * (J *ᵥ m) i) := by
      intro i hi
      have e := hm i
      have h1 := tanh_sq_lt (h := β * (J *ᵥ m) i) (fun h0 => hi (by
        rw [e, h0, Real.tanh_zero]))
      rw [← e] at h1
      nlinarith [h1]
    obtain ⟨k, hk⟩ := Function.ne_iff.1 hne
    have hlt : m ⬝ᵥ m < β * (m ⬝ᵥ J *ᵥ m) := by
      rw [dotProduct, dotProduct, Finset.mul_sum]
      refine Finset.sum_lt_sum (fun i _ => ?_) ⟨k, Finset.mem_univ k, hpt k hk⟩
      by_cases e : m i = 0
      · simp [e]
      · exact (hpt i e).le
    have hr := mul_le_mul_of_nonneg_left (rayleigh_le hJ (fun ν h => htop h) m) hβ.le
    have h0 : 0 ≤ m ⬝ᵥ m := Finset.sum_nonneg fun i _ => mul_self_nonneg (m i)
    by_contra hc
    nlinarith [mul_nonneg h0 (sub_nonneg.2 (not_lt.1 hc))]
  · intro hc
    generalize topEigenvalue J = μ at hc hJv
    -- a small multiple `w` of the top eigenvector has positive gain
    obtain ⟨δ, hδ, hδ1, hδ2⟩ : ∃ δ : ℝ, 0 < δ ∧ δ ≤ 1 / 2 ∧ δ ≤ (β * μ - 1) / 8 :=
      ⟨min (1 / 2) ((β * μ - 1) / 8), lt_min (by norm_num) (by linarith),
        min_le_left _ _, min_le_right _ _⟩
    have hC : 0 < ∑ i, |v i| + 1 := by positivity
    obtain ⟨r, hr, hrC⟩ : ∃ r : ℝ, 0 < r ∧ r * (∑ i, |v i| + 1) = δ :=
      ⟨δ / (∑ i, |v i| + 1), div_pos hδ hC, div_mul_cancel₀ _ hC.ne'⟩
    obtain ⟨w, hw⟩ : ∃ w : n → ℝ, w = r • v := ⟨_, rfl⟩
    have hwb : ∀ i, |w i| ≤ δ := fun i => by
      have h1 := Finset.single_le_sum (f := fun i => |v i|) (fun i _ => abs_nonneg (v i))
        (Finset.mem_univ i)
      rw [hw, Pi.smul_apply, smul_eq_mul, abs_mul, abs_of_pos hr, ← hrC]
      exact mul_le_mul_of_nonneg_left (by linarith) hr.le
    have hJw : J *ᵥ w = μ • w := by rw [hw, Matrix.mulVec_smul, hJv, smul_comm]
    obtain ⟨k, hk⟩ := Function.ne_iff.1 (show w ≠ 0 from hw ▸ smul_ne_zero hr.ne' hv)
    have hww : 0 < w ⬝ᵥ w := Finset.sum_pos' (fun i _ => mul_self_nonneg (w i))
      ⟨k, Finset.mem_univ k, mul_self_pos.2 hk⟩
    have hS : ∑ i, entropyCost (w i) ≤ (1 / 2 + 2 * δ) * (w ⬝ᵥ w) := by
      rw [dotProduct, Finset.mul_sum]
      refine Finset.sum_le_sum fun i _ => ?_
      rw [← sq]
      exact entropyCost_le (hwb i) hδ1
    have hgain : 0 < gain β J w := by
      unfold gain
      rw [hJw, dotProduct_smul, smul_eq_mul]
      nlinarith [mul_pos (show 0 < β * μ / 2 - 1 / 2 - 2 * δ by linarith) hww]
    have hwm : w ∈ Set.Icc (-1 : n → ℝ) 1 := by
      constructor <;> intro i
      · change -1 ≤ w i
        linarith [(abs_le.1 (hwb i)).1]
      · change w i ≤ 1
        linarith [(abs_le.1 (hwb i)).2]
    -- the gain is continuous, so it has a maximiser on the cube
    have hs : Continuous entropyCost := by
      have a : Continuous fun t : ℝ => (1 + t) * Real.log (1 + t) :=
        Real.continuous_mul_log.comp (by fun_prop : Continuous fun t : ℝ => 1 + t)
      have b : Continuous fun t : ℝ => (1 - t) * Real.log (1 - t) :=
        Real.continuous_mul_log.comp (by fun_prop : Continuous fun t : ℝ => 1 - t)
      exact (a.add b).div_const 2
    have hcont : Continuous (gain β J) := by
      unfold gain
      simp only [dotProduct, Matrix.mulVec]
      fun_prop
    obtain ⟨m, hm, hmax⟩ := isCompact_Icc.exists_isMaxOn ⟨w, hwm⟩ hcont.continuousOn
    refine ⟨m, fun h0 => ?_, selfConsistent_of_isMaxOn hJ hm hmax⟩
    have h1 : gain β J w ≤ gain β J m := hmax hwm
    have h2 : gain β J 0 = 0 := by simp [gain, entropyCost]
    rw [h0, h2] at h1
    linarith

end

end SpectralOrdering
```

```lean
#print axioms SpectralOrdering.spectral_ordering_criterion
```

```
'SpectralOrdering.spectral_ordering_criterion' depends on axioms: [propext, Classical.choice, Quot.sound]
```

## How the lemmas follow the argument

- `tanh_sq_lt` and `rayleigh_le` supply the two inequalities of the first direction. The latter shows that $\mu I-J$ is positive semidefinite when no eigenvalue exceeds $\mu$.
- `entropyCost_le` is the small-magnetization bound.
- `gibbs_single_spin` proves the unique maximum without derivatives, applying $x-y<x\ln x-x\ln y$ (valid for $x\ge0$, $y>0$, $x\ne y$) to $x=1\pm t$, $y=1\pm\tanh h$. `field_of_tanh` converts the logarithms back to $h$.
- `selfConsistent_of_isMaxOn` carries out the step towards $T$: `hB` is $B>0$, `quad` expands the energy, `key` combines maximality with convexity, and `small` chooses the contradictory $\varepsilon$.
- The main theorem sums the sitewise inequalities with `Finset.sum_lt_sum`, then builds $w$ and obtains the maximiser from `isCompact_Icc.exists_isMaxOn`.
